# A diagonal matrix is a polynomial in a diagonal Hamiltonian exactly when it is constant on each energy level

When a polynomial filter in a Hamiltonian with finitely many basis states is applied to a trial vector to isolate an eigenstate, the filter can be chosen to keep one energy level and remove all the others. If that level is degenerate, no choice of polynomial makes the filter the projector onto just one of its basis states, and the state that comes out of the level depends on the trial vector.

```lean
import Mathlib

open Matrix Polynomial

namespace FunctionsOfHamiltonian

noncomputable section

variable {n : Type*} [Fintype n] [DecidableEq n]

/-- The projector onto the basis state `k`. -/
def stateProjector (k : n) : Matrix n n ℂ :=
  Matrix.diagonal (fun i => if i = k then 1 else 0)

/-- The projector onto the span of all basis states with energy `E`. -/
def levelProjector (e : n → ℂ) (E : ℂ) : Matrix n n ℂ :=
  Matrix.diagonal (fun i => if e i = E then 1 else 0)

/-- A polynomial in a diagonal Hamiltonian is diagonal, and its entries are the values of
the polynomial at the energies. -/
theorem function_of_diagonal (e : n → ℂ) (f : ℂ[X]) :
    aeval (Matrix.diagonal e) f = Matrix.diagonal (fun i => f.eval (e i)) := by
  induction f using Polynomial.induction_on' with
  | add p q hp hq => simp only [map_add, hp, hq, Matrix.diagonal_add, eval_add]
  | monomial k a =>
    rw [aeval_monomial, Matrix.diagonal_pow, ← Algebra.smul_def]
    ext i j
    by_cases h : i = j
    · subst h
      simp [eval_monomial]
    · simp [h]

/-- The equation `f(H) = D` for diagonal `H` and `D` says that `f` takes each energy to the
corresponding entry of `D`. -/
theorem function_eq_iff (e d : n → ℂ) (f : ℂ[X]) :
    aeval (Matrix.diagonal e) f = Matrix.diagonal d ↔ ∀ i, f.eval (e i) = d i := by
  rw [function_of_diagonal]
  constructor
  · intro h i
    simpa using congrFun (congrFun h i) i
  · intro h
    exact congrArg Matrix.diagonal (funext h)

/-- If `D` is constant on every energy level, exactly one polynomial of degree below the
number of distinct energies gives `f(H) = D`. -/
theorem existsUnique_function (e d : n → ℂ) (h : ∀ i j, e i = e j → d i = d j) :
    ∃! f : ℂ[X], f.degree < (Finset.univ.image e).card ∧
      aeval (Matrix.diagonal e) f = Matrix.diagonal d := by
  have hinj : Set.InjOn (id : ℂ → ℂ) (Finset.univ.image e : Finset ℂ) :=
    Function.injective_id.injOn
  have hfac : Function.FactorsThrough d e := fun i j hij => h i j hij
  -- interpolate the prescribed values over the distinct energies
  have hdeg := Lagrange.degree_interpolate_lt (Function.extend e d (0 : ℂ → ℂ)) hinj
  have hval : ∀ i, (Lagrange.interpolate (Finset.univ.image e) (id : ℂ → ℂ)
      (Function.extend e d (0 : ℂ → ℂ))).eval (e i) = d i := by
    intro i
    have h1 := Lagrange.eval_interpolate_at_node (Function.extend e d (0 : ℂ → ℂ)) hinj
      (Finset.mem_image_of_mem e (Finset.mem_univ i))
    exact h1.trans (hfac.extend_apply 0 i)
  refine ⟨_, ⟨hdeg, (function_eq_iff e d _).2 hval⟩, ?_⟩
  rintro g ⟨hg, hgd⟩
  -- two low-degree polynomials that agree at all energies coincide
  refine Polynomial.eq_of_degrees_lt_of_eval_finset_eq _ hg hdeg ?_
  intro x hx
  obtain ⟨i, _, rfl⟩ := Finset.mem_image.1 hx
  exact ((function_eq_iff e d g).1 hgd i).trans (hval i).symm

/-- A diagonal matrix `D` is a polynomial in the diagonal Hamiltonian `H` if and only if states of
equal energy always have equal entries in `D`. -/
theorem isFunction_iff (e d : n → ℂ) :
    (∃ f : ℂ[X], aeval (Matrix.diagonal e) f = Matrix.diagonal d) ↔
      ∀ i j, e i = e j → d i = d j := by
  constructor
  · rintro ⟨f, hf⟩ i j hij
    have hv := (function_eq_iff e d f).1 hf
    rw [← hv i, ← hv j, hij]
  · intro h
    obtain ⟨f, hf, _⟩ := existsUnique_function e d h
    exact ⟨f, hf.2⟩

/-- The projector onto a whole energy level is a polynomial in the Hamiltonian. -/
theorem levelProjector_isFunction (e : n → ℂ) (E : ℂ) :
    ∃ f : ℂ[X], aeval (Matrix.diagonal e) f = levelProjector e E := by
  unfold levelProjector
  rw [isFunction_iff]
  intro i j hij
  simp only [hij]

/-- The projector onto the basis state `k` is a polynomial in the Hamiltonian if and only if
no other basis state has the same energy as `k`. -/
theorem stateProjector_isFunction_iff (e : n → ℂ) (k : n) :
    (∃ f : ℂ[X], aeval (Matrix.diagonal e) f = stateProjector k) ↔
      ∀ i, e i = e k → i = k := by
  unfold stateProjector
  rw [isFunction_iff]
  constructor
  · intro h i hi
    by_contra hne
    have h1 := h i k hi
    simp [hne] at h1
  · intro h i j hij
    by_cases hi : i = k
    · have hj : j = k := h j (hij.symm.trans (congrArg e hi))
      simp [hi, hj]
    · have hj : j ≠ k := fun hj => hi (h i (hij.trans (congrArg e hj)))
      simp [hi, hj]

/-- An arbitrary matrix `A` is a polynomial in the diagonal Hamiltonian if and only if it
commutes with every matrix that commutes with the Hamiltonian. -/
theorem isFunction_iff_commutes (e : n → ℂ) (A : Matrix n n ℂ) :
    (∃ f : ℂ[X], aeval (Matrix.diagonal e) f = A) ↔
      ∀ B : Matrix n n ℂ, B * Matrix.diagonal e = Matrix.diagonal e * B →
        B * A = A * B := by
  constructor
  · rintro ⟨f, rfl⟩ B hB
    rw [function_of_diagonal]
    ext i j
    have h := congrFun (congrFun hB i) j
    rw [Matrix.mul_diagonal, Matrix.diagonal_mul] at h ⊢
    -- a symmetry connects only states of equal energy
    by_cases hb : B i j = 0
    · simp [hb]
    · have hji : e j = e i := mul_left_cancel₀ hb (h.trans (mul_comm _ _))
      rw [hji]
      exact mul_comm _ _
  · intro h
    -- commuting with the state projectors makes `A` diagonal
    have hoff : ∀ i j, i ≠ j → A i j = 0 := by
      intro i j hij
      have hc := h (stateProjector i) (by
        unfold stateProjector
        rw [Matrix.diagonal_mul_diagonal, Matrix.diagonal_mul_diagonal]
        exact congrArg Matrix.diagonal (funext fun m => mul_comm _ _))
      have h2 := congrFun (congrFun hc i) j
      unfold stateProjector at h2
      rw [Matrix.diagonal_mul, Matrix.mul_diagonal] at h2
      simpa [hij.symm] using h2
    have hA : A = Matrix.diagonal (fun i => A i i) := by
      ext i j
      by_cases hij : i = j
      · subst hij
        simp
      · rw [hoff i j hij, Matrix.diagonal_apply_ne _ hij]
    -- commuting with transitions inside a level makes `A` constant there
    have hlevel : ∀ i j, e i = e j → A i i = A j j := by
      intro i j hij
      have hc := h (Matrix.of fun a b => if a = i ∧ b = j then (1 : ℂ) else 0) (by
        ext a b
        rw [Matrix.mul_diagonal, Matrix.diagonal_mul]
        by_cases hab : a = i ∧ b = j
        · simp only [Matrix.of_apply, if_pos hab, one_mul, mul_one]
          rw [hab.1, hab.2, hij]
        · simp only [Matrix.of_apply, if_neg hab, zero_mul, mul_zero])
      have h2 := congrFun (congrFun hc i) j
      simpa [Matrix.mul_apply] using h2.symm
    obtain ⟨f, hf⟩ := (isFunction_iff e (fun i => A i i)).2 hlevel
    exact ⟨f, hf.trans hA.symm⟩

end

end FunctionsOfHamiltonian
```

```lean
#print axioms FunctionsOfHamiltonian.levelProjector_isFunction
-- 'FunctionsOfHamiltonian.levelProjector_isFunction' depends on axioms: [propext, Classical.choice, Quot.sound]
#print axioms FunctionsOfHamiltonian.stateProjector_isFunction_iff
-- 'FunctionsOfHamiltonian.stateProjector_isFunction_iff' depends on axioms: [propext, Classical.choice, Quot.sound]
#print axioms FunctionsOfHamiltonian.isFunction_iff_commutes
-- 'FunctionsOfHamiltonian.isFunction_iff_commutes' depends on axioms: [propext, Classical.choice, Quot.sound]
```

## Energies, observables and functions of H

The type `n` labels a finite set of basis states, and `e : n → ℂ` gives the energy $e_i$ of each. The Hamiltonian is `Matrix.diagonal e`, that is $H=\mathrm{diag}(e_i)$, already written in its eigenbasis. A second list `d` defines the diagonal matrix $D=\mathrm{diag}(d_i)$. Both lists may be complex; a Hermitian Hamiltonian is the case of real $e_i$.

A function of the Hamiltonian is here a polynomial $f$ with complex coefficients, and `aeval (Matrix.diagonal e) f` is $f(H)$, with the constant term multiplying the identity matrix. The polynomial may depend on the spectrum. On a finite spectrum this restriction loses nothing: for any function $g$ on the energies, the matrix $\mathrm{diag}(g(e_i))$ is constant on levels, so some polynomial reproduces it. At inverse temperature $\beta$, the Boltzmann factor $\mathrm{diag}(\mathrm{e}^{-\beta e_i})$ is an example.

The main theorem, `isFunction_iff`, states

$$\exists f:\ f(H)=D \quad\Longleftrightarrow\quad \text{for all } i,j:\ e_i=e_j \Rightarrow d_i=d_j .$$

The theorem `existsUnique_function` adds that, when the condition on the right holds, exactly one suitable polynomial has degree below the number of distinct energies, written `(Finset.univ.image e).card`.

Two projectors show what this means for selecting states. `levelProjector e E` has a 1 on the diagonal for every basis state of energy $E$ and 0 elsewhere, and it is always a polynomial in $H$. If $E$ is not in the spectrum, it is the zero matrix. `stateProjector k` is $|k\rangle\langle k|$, and it is a polynomial in $H$ if and only if no other basis state has energy $e_k$.

For energies $(0,1,1)$, the polynomial $f(x)=x$ gives the projector onto the upper level. The projector onto the second state alone would need $f(1)=1$ and $f(1)=0$ at once.

Finally, `isFunction_iff_commutes` treats an arbitrary matrix $A$, not assumed diagonal. It is a polynomial in $H$ if and only if it commutes with every matrix $B$ that commutes with $H$. In physical terms, a function of the Hamiltonian respects every symmetry of the Hamiltonian that is represented by a linear operator, including those that mix the states of a degenerate level. Antiunitary symmetries such as time reversal are not matrices in this sense and are not covered.

## What this means for filtering a spectrum

In a finite Hermitian matrix eigenvalue problem, such as a configuration-interaction matrix in a fixed basis, a polynomial filter acts on each degenerate level as a multiple of the identity. The vector that it returns from a level of energy $E$ is therefore $f(E)$ times the component of the trial vector in that level, so its direction within the level is decided by the trial vector. One way to fix a particular state is to bring in another observable that commutes with $H$ and has no repeated eigenvalue within the level. A spin component that commutes with $H$ does this when the level is a single spin multiplet.

The model assumes finitely many states and a Hamiltonian that is already diagonal. Carrying the results to a general Hermitian matrix $UHU^\dagger$, with $U$ unitary, uses the identity $f(UHU^\dagger)=Uf(H)U^\dagger$, which is standard but is not proved in the Lean code above. Degeneracy means exact equality of energies. Two levels separated by a tiny gap count as distinct, and the theorems say nothing about how large the coefficients of the separating polynomial become.

## From the matrix equation to values at the energies

Powers of a diagonal matrix are taken entry by entry, $H^k=\mathrm{diag}(e_i^k)$. Multiplying by coefficients and adding gives

$$f(H)=\mathrm{diag}\big(f(e_i)\big).$$

This is `function_of_diagonal`, proved by induction on the polynomial: the `monomial` case handles $a x^k$ and the `add` case handles sums. Comparing diagonal entries then turns $f(H)=D$ into the conditions

$$f(e_i)=d_i\quad\text{for every } i,$$

which is `function_eq_iff`.

Necessity in the main theorem follows at once. If $f(H)=D$ and $e_i=e_j$, then $d_i=f(e_i)=f(e_j)=d_j$.

## Interpolation over the distinct energies

For the converse, suppose that $d$ is constant on each level. Let $E_1,\dots,E_m$ be the distinct energies and let $D_a$ be the common value of $d_i$ on the level $E_a$. The Lagrange polynomial

$$f(x)=\sum_{a=1}^m D_a\prod_{b\neq a}\frac{x-E_b}{E_a-E_b}$$

has degree below $m$. At $x=E_c$ every term with $a\ne c$ contains a vanishing factor, and the remaining product equals 1, so $f(E_c)=D_c$. Hence $f(e_i)=d_i$ for all $i$.

If $g$ is another polynomial of degree below $m$ with the same values, then $f-g$ has degree below $m$ and vanishes at $m$ distinct points. It is therefore zero, and $g=f$.

In `existsUnique_function`, the assignment $E_a\mapsto D_a$ is `Function.extend e d 0`, which returns $d_i$ at the energy $e_i$ and 0 away from the spectrum. The statement `hfac` says that this is well defined, and it is where constancy on levels enters. `hdeg` and `hval` record the degree bound and the interpolated values. The last part of the proof compares two low-degree polynomials at all the energies, as above. `isFunction_iff` then combines this existence result with the short necessity argument.

For the level projector, the diagonal entry depends only on whether $e_i=E$, so it agrees on states of equal energy. For the state projector, the entry is 1 at $k$ and 0 elsewhere. If some $i\neq k$ had $e_i=e_k$, the condition would require $0=1$. If there is no such $i$, two states of equal energy are either both equal to $k$ or both different from it, and their entries agree. The Lean proof makes the same case distinction.

## Symmetries that mix a degenerate level

Suppose first that $A=f(H)$ and that $B$ commutes with $H$. The $(i,j)$ entry of $BH=HB$ reads

$$B_{ij}e_j=e_iB_{ij},$$

so either $B_{ij}=0$ or $e_i=e_j$. In both cases $B_{ij}f(e_j)=f(e_i)B_{ij}$, which is the $(i,j)$ entry of $BA=AB$. The Lean proof splits on `B i j = 0` and cancels the nonzero entry in the other case.

Conversely, let $A$ commute with everything that commutes with $H$. Two families of test matrices are enough to determine its form.

The first consists of the projectors $P_i=|i\rangle\langle i|$, which are diagonal and so commute with $H$. For $j\neq i$, the $(i,j)$ entry of $P_iA$ is $A_{ij}$, while that of $AP_i$ is 0. Thus $A_{ij}=0$, and $A$ is diagonal. These are the steps `hoff` and `hA`.

The second consists of the transition operators $T=|i\rangle\langle j|$ with $e_i=e_j$. They commute with $H$ because

$$TH=e_jT=e_iT=HT.$$

The $(i,j)$ entries of $TA$ and $AT$ are $A_{jj}$ and $A_{ii}$, so $A_{ii}=A_{jj}$. This is `hlevel`, where $T$ is written as the matrix with a single 1 in row $i$ and column $j$.

So $A$ is diagonal and constant on every energy level, and `isFunction_iff`, applied to the list of entries $A_{ii}$, supplies the polynomial.
